# At fixed uniform polarisation, a sphere's depolarisation energy vanishes as the surrounding dielectric constant grows

In Gaussian units, a sphere of radius $R$ with uniform polarisation $P$ along $z$, in a medium of dielectric constant $\varepsilon'>0$, has the inner potential $az$ with $a=4\pi P/(2\varepsilon'+1)$, if I take $bz/r^3$ for the potential outside. For a volume $V$ with dipole moment $M=PV$, the energy $aPV/2$ is then $2\pi M^2/((2\varepsilon'+1)V)$, which goes to zero as $\varepsilon'$ grows. I can get this from the boundary conditions at the surface, but I would like to see every step, including Laplace's equation for both potentials, checked in Lean. How would that look?

## Two boundary conditions fix both amplitudes

The amplitudes are $a=4\pi P/(2\varepsilon'+1)$ and $b=aR^3$, and no other pair satisfies the boundary conditions, provided that $R>0$ and $2\varepsilon'+1\neq0$. The derivation uses Gaussian units.

**Laplace's equation.** The second derivatives of $az$ are all zero. For $bz/r^3$, vary one coordinate $s$ and let $q$ be the sum of the squares of the other two, so that $r^2=s^2+q$ and $\partial_s r^{-1}=-s\,r^{-3}$. Along this line the potential has the form $(\alpha+\beta s)\,r^{-3}$ with constants $\alpha$ and $\beta$. Its first derivative is

$$\beta r^{-3}-3(\alpha s+\beta s^2)r^{-5},$$

and its second derivative is

$$-(3\alpha+9\beta s)r^{-5}+15s^2(\alpha+\beta s)r^{-7}.$$

Along $x$ and $y$ we have $\alpha=bz$, $\beta=0$; along $z$ we have $\alpha=0$, $\beta=b$. The sum of the three second derivatives is

$$-(3+3+9)\,bz\,r^{-5}+15\,bz\,(x^2+y^2+z^2)\,r^{-7}=0 .$$

**Matching.** Take a unit vector $(u,v,w)$ and go a distance $s$ along it, so that $z=sw$. The inner potential is $asw$ and the outer one is $bw/s^2$. At $s=R$ their radial derivatives are $aw$ and $-2bw/R^3$. Continuity of the potential reads

$$aRw=\frac{bw}{R^2},$$

and at the pole, where $w=1$, it gives $b=aR^3$. The displacement is $E+4\pi P$ inside and $\varepsilon'E$ outside. With no free charge on the surface its normal component is continuous:

$$-aw+4\pi Pw=\varepsilon'\,\frac{2bw}{R^3}=2\varepsilon' aw .$$

At the pole this is $(2\varepsilon'+1)a=4\pi P$. Conversely, multiplying the two pole equations by $w$ recovers the conditions in every direction.

**Energy.** The field inside is $-a$ along $z$. Since $a$ is proportional to $P$, the work done against this field while the polarisation is built up from zero is $aPV/2$. Inserting $a$ gives

$$\frac{aPV}{2}=\frac{2\pi P^2V}{2\varepsilon'+1}=\frac{2\pi M^2}{(2\varepsilon'+1)V},$$

which tends to zero as $\varepsilon'\to\infty$ at fixed $P$ and $V$.

**Without the condition on $\varepsilon'$.** The condition holds for every $\varepsilon'>0$. To see what happens algebraically when it fails, take $R=1$, $P=1$ and $\varepsilon'=-1/2$, which is not the static dielectric constant of an ordinary medium. Continuity gives $b=a$, and the displacement condition at the pole becomes $-a+4\pi=-a$, which no $a$ satisfies.

## The Lean file

```lean
import Mathlib

open Real Filter Topology

namespace PolarisedSphere

noncomputable section

/-- The distance of the point `(x, y, z)` from the origin. -/
def radius (x y z : ℝ) : ℝ := √(x ^ 2 + y ^ 2 + z ^ 2)

/-- The potential `a z` inside the sphere. -/
def innerPotential (a _x _y z : ℝ) : ℝ := a * z

/-- The dipole potential `b z / r³` outside the sphere, meant for points other than the origin. -/
def outerPotential (b x y z : ℝ) : ℝ := b * z / radius x y z ^ 3

/-- The Laplacian, as the sum of the three second partial derivatives. -/
def laplacian (f : ℝ → ℝ → ℝ → ℝ) (x y z : ℝ) : ℝ :=
  deriv (fun t => deriv (fun s => f s y z) t) x +
  deriv (fun t => deriv (fun s => f x s z) t) y +
  deriv (fun t => deriv (fun s => f x y s) t) z

/-- A potential is harmonic at a point if it is twice continuously differentiable there
and its Laplacian vanishes there. -/
def IsHarmonicAt (f : ℝ → ℝ → ℝ → ℝ) (x y z : ℝ) : Prop :=
  ContDiffAt ℝ 2 (fun p : ℝ × ℝ × ℝ => f p.1 p.2.1 p.2.2) (x, y, z) ∧ laplacian f x y z = 0

/-- The derivative of `f` along the ray with unit direction `(u, v, w)`, at distance `R`. -/
def radialDeriv (f : ℝ → ℝ → ℝ → ℝ) (u v w R : ℝ) : ℝ :=
  deriv (fun s => f (s * u) (s * v) (s * w)) R

/-- The interface conditions on the sphere of radius `R` with polarisation `P` along `z` inside
and dielectric constant `ε` outside: the potential and the normal displacement are continuous. -/
structure Matched (a b P R ε : ℝ) : Prop where
  potential : ∀ u v w : ℝ, u ^ 2 + v ^ 2 + w ^ 2 = 1 →
    innerPotential a (R * u) (R * v) (R * w) = outerPotential b (R * u) (R * v) (R * w)
  displacement : ∀ u v w : ℝ, u ^ 2 + v ^ 2 + w ^ 2 = 1 →
    -radialDeriv (innerPotential a) u v w R + 4 * π * P * w =
      -ε * radialDeriv (outerPotential b) u v w R

/-- The energy `a P V / 2` of a volume `V` with polarisation `P` in the potential `a z`. -/
def energy (a P V : ℝ) : ℝ := a * P * V / 2

/-- Away from the origin, the derivative of `1/r` along a coordinate `t` is `-t/r³`;
here `q` is the sum of the squares of the other two coordinates. -/
theorem hasDerivAt_inv_radius {q t : ℝ} (h : 0 < t ^ 2 + q) :
    HasDerivAt (fun s : ℝ => (√(s ^ 2 + q))⁻¹) (-t * (√(t ^ 2 + q))⁻¹ ^ 3) t := by
  have h1 : HasDerivAt (fun s : ℝ => s ^ 2 + q) (2 * t) t :=
    ((hasDerivAt_pow 2 t).add_const q).congr_deriv (by norm_num)
  have hS : √(t ^ 2 + q) ≠ 0 := (Real.sqrt_pos.2 h).ne'
  have alg : ∀ S : ℝ, S ≠ 0 → -(2 * t / (2 * S)) / S ^ 2 = -t * S⁻¹ ^ 3 := by
    intro S hS
    field_simp
  exact ((h1.sqrt h.ne').inv hS).congr_deriv (alg _ hS)

/-- The second derivative of `(α + β s)/r³` along a coordinate `s`, away from the origin. -/
theorem second_deriv_dipole (α β : ℝ) {q x : ℝ} (h : 0 < x ^ 2 + q) :
    deriv (fun t => deriv (fun s : ℝ => (α + β * s) * (√(s ^ 2 + q))⁻¹ ^ 3) t) x =
      -(3 * α + 9 * β * x) * (√(x ^ 2 + q))⁻¹ ^ 5 +
        15 * x ^ 2 * (α + β * x) * (√(x ^ 2 + q))⁻¹ ^ 7 := by
  have h1 : ∀ t : ℝ, 0 < t ^ 2 + q →
      HasDerivAt (fun s : ℝ => (α + β * s) * (√(s ^ 2 + q))⁻¹ ^ 3)
        (β * (√(t ^ 2 + q))⁻¹ ^ 3 - 3 * (α * t + β * t ^ 2) * (√(t ^ 2 + q))⁻¹ ^ 5) t := by
    intro t ht
    have hl : HasDerivAt (fun s : ℝ => α + β * s) β t := by
      simpa using ((hasDerivAt_id' t).const_mul β).const_add α
    refine (hl.fun_mul ((hasDerivAt_inv_radius ht).fun_pow 3)).congr_deriv ?_
    simp only [Nat.reduceSub, Nat.cast_ofNat]
    ring
  have hq : HasDerivAt (fun t : ℝ => 3 * (α * t + β * t ^ 2)) (3 * (α + 2 * β * x)) x :=
    ((((hasDerivAt_id' x).const_mul α).fun_add
      ((hasDerivAt_pow 2 x).const_mul β)).const_mul 3).congr_deriv (by
        simp only [Nat.reduceSub, Nat.cast_ofNat]
        ring)
  have h2 := (((hasDerivAt_inv_radius h).fun_pow 3).const_mul β).fun_sub
    (hq.fun_mul ((hasDerivAt_inv_radius h).fun_pow 5))
  -- the formula for the first derivative holds in a neighbourhood of `x`
  have hc : Continuous (fun t : ℝ => t ^ 2 + q) := by fun_prop
  have hev : ∀ᶠ t in 𝓝 x, 0 < t ^ 2 + q := (isOpen_lt continuous_const hc).mem_nhds h
  rw [(h2.congr_of_eventuallyEq (hev.mono fun t ht => (h1 t ht).deriv)).deriv]
  simp only [Nat.reduceSub, Nat.cast_ofNat]
  ring

/-- The potentials `a z` and `b z / r³` are harmonic at every point other than the origin. -/
theorem potentials_harmonic (a b : ℝ) {x y z : ℝ} (h : (x, y, z) ≠ (0, 0, 0)) :
    IsHarmonicAt (innerPotential a) x y z ∧ IsHarmonicAt (outerPotential b) x y z := by
  have hr : 0 < x ^ 2 + y ^ 2 + z ^ 2 := by
    by_contra hn
    have hn' := not_lt.1 hn
    have hx : x ^ 2 = 0 := by linarith [sq_nonneg x, sq_nonneg y, sq_nonneg z]
    have hy : y ^ 2 = 0 := by linarith [sq_nonneg x, sq_nonneg y, sq_nonneg z]
    have hz : z ^ 2 = 0 := by linarith [sq_nonneg x, sq_nonneg y, sq_nonneg z]
    rw [pow_eq_zero_iff two_ne_zero] at hx hy hz
    exact h (by rw [hx, hy, hz])
  refine ⟨⟨?_, by simp [laplacian, innerPotential]⟩, ?_, ?_⟩
  · unfold innerPotential
    fun_prop
  · unfold outerPotential radius
    have hnum : ContDiffAt ℝ 2 (fun p : ℝ × ℝ × ℝ => b * p.2.2) (x, y, z) := by fun_prop
    have hsq : ContDiffAt ℝ 2
        (fun p : ℝ × ℝ × ℝ => p.1 ^ 2 + p.2.1 ^ 2 + p.2.2 ^ 2) (x, y, z) := by fun_prop
    exact hnum.div ((hsq.sqrt hr.ne').pow 3) (pow_ne_zero 3 (Real.sqrt_pos.2 hr).ne')
  · -- along each coordinate line the potential has the form `(α + β s)/r³`
    have hx : ∀ s, outerPotential b s y z =
        (b * z + 0 * s) * (√(s ^ 2 + (y ^ 2 + z ^ 2)))⁻¹ ^ 3 := by
      intro s
      rw [outerPotential, radius, add_assoc]
      ring
    have hy : ∀ s, outerPotential b x s z =
        (b * z + 0 * s) * (√(s ^ 2 + (x ^ 2 + z ^ 2)))⁻¹ ^ 3 := by
      intro s
      rw [outerPotential, radius, add_assoc, add_left_comm]
      ring
    have hz : ∀ s, outerPotential b x y s =
        (0 + b * s) * (√(s ^ 2 + (x ^ 2 + y ^ 2)))⁻¹ ^ 3 := by
      intro s
      rw [outerPotential, radius, add_comm (x ^ 2 + y ^ 2)]
      ring
    unfold laplacian
    simp only [hx, hy, hz]
    rw [second_deriv_dipole _ _ (by linarith), second_deriv_dipole _ _ (by linarith),
      second_deriv_dipole _ _ (by linarith),
      show y ^ 2 + (x ^ 2 + z ^ 2) = x ^ 2 + y ^ 2 + z ^ 2 by ring,
      show z ^ 2 + (x ^ 2 + y ^ 2) = x ^ 2 + y ^ 2 + z ^ 2 by ring,
      show x ^ 2 + (y ^ 2 + z ^ 2) = x ^ 2 + y ^ 2 + z ^ 2 by ring]
    have hg : (x ^ 2 + y ^ 2 + z ^ 2) * (√(x ^ 2 + y ^ 2 + z ^ 2))⁻¹ ^ 2 = 1 := by
      rw [inv_pow, Real.sq_sqrt hr.le, mul_inv_cancel₀ hr.ne']
    generalize (√(x ^ 2 + y ^ 2 + z ^ 2))⁻¹ = g at hg ⊢
    linear_combination 15 * b * z * g ^ 5 * hg

/-- At distance `s > 0` along a unit direction `(u, v, w)` the outer potential is `b w / s²`. -/
theorem outer_on_ray (b : ℝ) {u v w s : ℝ} (hn : u ^ 2 + v ^ 2 + w ^ 2 = 1) (hs : 0 < s) :
    outerPotential b (s * u) (s * v) (s * w) = b * w * (s ^ 2)⁻¹ := by
  have h : (s * u) ^ 2 + (s * v) ^ 2 + (s * w) ^ 2 = s ^ 2 := by
    linear_combination s ^ 2 * hn
  rw [outerPotential, radius, h, Real.sqrt_sq hs.le]
  field_simp

/-- At distance `R > 0` along a unit direction `(u, v, w)` the radial derivatives of the inner
and outer potentials are `a w` and `-2 b w / R³`. -/
theorem radial_derivatives (a b : ℝ) {u v w R : ℝ} (hn : u ^ 2 + v ^ 2 + w ^ 2 = 1)
    (hR : 0 < R) : radialDeriv (innerPotential a) u v w R = a * w ∧
      radialDeriv (outerPotential b) u v w R = -2 * (b / R ^ 3) * w := by
  have hR0 : R ≠ 0 := hR.ne'
  constructor
  · have h : HasDerivAt (fun s : ℝ => a * (s * w)) (a * w) R :=
      (((hasDerivAt_id' R).mul_const w).const_mul a).congr_deriv (by ring)
    exact h.deriv
  · have h : HasDerivAt (fun s : ℝ => b * w * (s ^ 2)⁻¹) (-2 * (b / R ^ 3) * w) R :=
      (((hasDerivAt_pow 2 R).inv (pow_ne_zero 2 hR0)).const_mul (b * w)).congr_deriv (by
        simp only [Nat.reduceSub, Nat.cast_ofNat, pow_one]
        field_simp)
    exact (h.congr_of_eventuallyEq
      ((eventually_gt_nhds hR).mono fun s hs => outer_on_ray b hn hs)).deriv

/-- For `R > 0` the interface conditions on the whole sphere amount to two linear equations
for the amplitudes `a` and `b`. -/
theorem matched_iff_linear {a b P R ε : ℝ} (hR : 0 < R) :
    Matched a b P R ε ↔ b = a * R ^ 3 ∧ (2 * ε + 1) * a = 4 * π * P := by
  have hR0 : R ≠ 0 := hR.ne'
  have hba : b = a * R ^ 3 → b / R ^ 3 = a := by
    intro hb
    rw [hb, mul_div_assoc, div_self (pow_ne_zero 3 hR0), mul_one]
  constructor
  · intro h
    -- the pole of the sphere already fixes both amplitudes
    have hp : (0 : ℝ) ^ 2 + 0 ^ 2 + 1 ^ 2 = 1 := by norm_num
    have hc := h.potential 0 0 1 hp
    have hd := h.displacement 0 0 1 hp
    rw [outer_on_ray b hp hR, innerPotential] at hc
    have hb : b = a * R ^ 3 := by
      calc b = b * 1 * (R ^ 2)⁻¹ * R ^ 2 := by field_simp
        _ = a * R ^ 3 := by rw [← hc]; ring
    rw [(radial_derivatives a b hp hR).1, (radial_derivatives a b hp hR).2, hba hb] at hd
    exact ⟨hb, by linear_combination -hd⟩
  · rintro ⟨hb, ha⟩
    refine ⟨fun u v w hn => ?_, fun u v w hn => ?_⟩
    · rw [outer_on_ray b hn hR, innerPotential, hb]
      field_simp
    · rw [(radial_derivatives a b hn hR).1, (radial_derivatives a b hn hR).2, hba hb]
      linear_combination -w * ha

/-- For `R > 0` and `2 ε + 1 ≠ 0` the interface conditions hold exactly when
`a = 4 π P / (2 ε + 1)` and `b = a R³`. -/
theorem matched_iff {a b P R ε : ℝ} (hR : 0 < R) (hε : 2 * ε + 1 ≠ 0) :
    Matched a b P R ε ↔ a = 4 * π * P / (2 * ε + 1) ∧ b = a * R ^ 3 := by
  rw [matched_iff_linear hR, eq_div_iff hε, mul_comm a (2 * ε + 1)]
  exact and_comm

/-- At `ε = -1/2` no amplitudes satisfy the interface conditions on a sphere of radius `R > 0`
with polarisation `P ≠ 0`. -/
theorem not_matched_neg_half {a b P R : ℝ} (hR : 0 < R) (hP : P ≠ 0) :
    ¬ Matched a b P R (-1 / 2) := by
  intro h
  have h2 := ((matched_iff_linear hR).1 h).2
  have h0 : π * P = 0 := by linear_combination (-1 / 4) * h2
  exact mul_ne_zero Real.pi_ne_zero hP h0

/-- For `R, ε, V > 0` and total dipole `M = P V`, the energy of the matched solution is
`2 π M² / ((2 ε + 1) V)`, and it is not negative. -/
theorem energy_eq {a b P R ε V M : ℝ} (hR : 0 < R) (hε : 0 < ε) (hV : 0 < V)
    (hM : M = P * V) (h : Matched a b P R ε) :
    energy a P V = 2 * π * M ^ 2 / ((2 * ε + 1) * V) ∧ 0 ≤ energy a P V := by
  have hε' : 2 * ε + 1 ≠ 0 := by positivity
  have e : energy a P V = 2 * π * M ^ 2 / ((2 * ε + 1) * V) := by
    rw [eq_div_iff (mul_ne_zero hε' hV.ne'), energy, hM]
    linear_combination (P * V ^ 2 / 2) * ((matched_iff_linear hR).1 h).2
  exact ⟨e, by rw [e]; positivity⟩

/-- Along any family of matched solutions on a sphere of radius `R > 0`, at fixed `P` and `V`,
the energy tends to zero as the outer dielectric constant grows without bound. -/
theorem energy_tendsto_zero {a b : ℝ → ℝ} {P R : ℝ} (V : ℝ) (hR : 0 < R)
    (h : ∀ ε > 0, Matched (a ε) (b ε) P R ε) :
    Tendsto (fun ε => energy (a ε) P V) atTop (𝓝 0) := by
  have ht : Tendsto (fun ε : ℝ => 2 * ε + 1) atTop atTop :=
    tendsto_atTop_add_const_right _ 1 (tendsto_id.const_mul_atTop two_pos)
  refine (ht.const_div_atTop (2 * π * P ^ 2 * V)).congr' ?_
  filter_upwards [eventually_gt_atTop (0 : ℝ)] with ε hε
  have hε' : 2 * ε + 1 ≠ 0 := by positivity
  rw [div_eq_iff hε', energy]
  linear_combination (-(P * V / 2)) * ((matched_iff_linear hR).1 (h ε hε)).2

end

end PolarisedSphere
```

```lean
#print axioms PolarisedSphere.matched_iff
-- 'PolarisedSphere.matched_iff' depends on axioms: [propext, Classical.choice, Quot.sound]
#print axioms PolarisedSphere.not_matched_neg_half
-- 'PolarisedSphere.not_matched_neg_half' depends on axioms: [propext, Classical.choice, Quot.sound]
#print axioms PolarisedSphere.energy_eq
-- 'PolarisedSphere.energy_eq' depends on axioms: [propext, Classical.choice, Quot.sound]
#print axioms PolarisedSphere.energy_tendsto_zero
-- 'PolarisedSphere.energy_tendsto_zero' depends on axioms: [propext, Classical.choice, Quot.sound]
```

## What the definitions and theorems say

A potential is a function of three real coordinates. `IsHarmonicAt` asks for two things at a point: that the function is twice continuously differentiable there, and that `laplacian`, the sum of the three second partial derivatives, vanishes. The smoothness requirement matters because Lean's `deriv` returns zero where a derivative does not exist. The theorem `potentials_harmonic` states that both potentials are harmonic at every point other than the origin. The inner potential is linear, so it is harmonic at the centre of the sphere too, but the theorem does not cover that point.

`Matched a b P R ε` is the pair of interface conditions, each demanded for all unit vectors `(u, v, w)`; Lean's `ε` is $\varepsilon'$. The normal component of the polarisation term is `4 * π * P * w`, since the polarisation points along $z$ and the outward normal is `(u, v, w)`. Each radial derivative is taken of the formula for one side, continued across the surface, so it equals the one-sided derivative that the physics needs.

The main statements are these:

- `matched_iff`: for $R>0$ and $2\varepsilon'+1\neq0$, the conditions hold exactly when $a=4\pi P/(2\varepsilon'+1)$ and $b=aR^3$.
- `not_matched_neg_half`: at $\varepsilon'=-1/2$ and $P\neq0$, no amplitudes satisfy them.
- `energy_eq`: for positive $R$, $\varepsilon'$ and $V$, the energy of a matched solution has the stated value and is not negative.
- `energy_tendsto_zero`: if `a ε` and `b ε` are matched amplitudes for every $\varepsilon'>0$, at fixed $P$ and $V$, the energy tends to zero as $\varepsilon'\to\infty$.

The form of the two potentials is assumed, so uniqueness refers to the amplitudes and not to all conceivable potentials. The energy is defined as $aPV/2$; the work argument above motivates this definition and is not formalised. The polarisation is prescribed and does not respond to the medium. The volume $V$ is not tied to $R$: it may be the whole sphere or a part of it, such as one cell.

That freedom is useful for periodic simulations. The same expression, with the dipole moment and volume of one cell, is the surface term of an Ewald sum over a large sphere of replicated neutral cells, and conducting ("tin-foil") surroundings remove it; the model here replaces the lattice by a uniform polarisation.

## From the derivative of $1/r$ to the limit

`hasDerivAt_inv_radius` is the chain rule for $1/r$ along a coordinate line. `second_deriv_dipole` differentiates $(\alpha+\beta s)/r^3$ twice. To differentiate the second time, Lean needs the first-derivative formula in a whole neighbourhood of the point, and it has this because $s^2+q>0$ is an open condition.

In `potentials_harmonic`, the facts `hx`, `hy` and `hz` put the outer potential into this form along the three axes. With $g=1/r$, the fact `hg` says $r^2g^2=1$. The final `linear_combination` multiplies it by $15bzg^5$, which is the cancellation in the sum above.

`outer_on_ray` reduces the outer potential to $bw/s^2$, and `radial_derivatives` differentiates both potentials along the ray. `matched_iff_linear` then turns the conditions on the whole sphere into the two linear equations. Its forward direction evaluates them at the pole `0 0 1`; its reverse direction multiplies by $w$, as in the derivation.

The remaining theorems all use these linear equations. `matched_iff` divides by $2\varepsilon'+1$, while `not_matched_neg_half` finds $\pi P=0$, a contradiction. `energy_eq` inserts the equation for $a$ into the energy. For the limit, `energy_tendsto_zero` shows that the energy equals $2\pi P^2V/(2\varepsilon'+1)$ for all positive $\varepsilon'$, a constant divided by a quantity that grows without bound.
